# Above half filling of two levels, Newton's first Fermi-level step from inside the gap diverges on cooling

In a finite-temperature electronic-structure calculation with a fixed average electron number, once the level energies are known, the chemical potential $\mu$ is adjusted until the Fermi occupations add up to the required electron number. Newton's method can do this adjustment: divide the number of electrons still missing by the slope of the electron number in $\mu$, and add the result to $\mu$. For two fixed, non-interacting levels, the theorems below show that a start inside the gap can send the first step arbitrarily far away at low temperature, although the correct $\mu$ stays close to the upper level.

The levels lie at $-D$ and $D$ with $D>0$, and each holds at most one electron. The target is an average of $1+x$ electrons with $0<x<1$, so the upper level must be partly filled.

## Occupations, electron number and the Newton update

```lean
import Mathlib

open Filter Topology

namespace NewtonFermiSearch

noncomputable section

/-- Fermi-Dirac occupation of a level `e` at chemical potential `μ` and temperature `T ≠ 0`
(in units with Boltzmann constant one). -/
def fermi (T e μ : ℝ) : ℝ := 1 / (Real.exp ((e - μ) / T) + 1)
```

This defines the Fermi–Dirac occupation of a level $e$ at temperature $T$, with Boltzmann's constant set to one:
$$f_T(e,\mu)=\frac{1}{e^{(e-\mu)/T}+1}.$$
Lean writes function arguments without brackets, so `fermi T e μ` is $f_T(e,\mu)$. All quantities are real numbers, and positivity of $T$ appears as a hypothesis where it is needed.

```lean
/-- Electron number of the two levels `-D` and `D` at temperature `T ≠ 0`. -/
def electrons (D T μ : ℝ) : ℝ := fermi T (-D) μ + fermi T D μ
```

The electron number is $N_T(\mu)=f_T(-D,\mu)+f_T(D,\mu)$. The level energies do not respond to the occupations, so there is no self-consistency in the model.

```lean
/-- One Newton update of `μ` for the equation `N μ = n`, where `N` has nonzero slope at `μ`. -/
def newtonStep (N : ℝ → ℝ) (n μ : ℝ) : ℝ := μ - (N μ - n) / deriv N μ
```

For a function $N$ with nonzero slope at $\mu$ and a target $n$, the update is $\mu-(N(\mu)-n)/N'(\mu)$. Lean writes the derivative $N'(\mu)$ as `deriv N μ`; for the electron number it is computed in the next section.

## The slope and its decay on cooling

```lean
/-- Particle-hole symmetry: reflecting level and chemical potential turns the occupation
into the hole occupation. -/
theorem fermi_particle_hole (T e μ : ℝ) : fermi T (-e) (-μ) = 1 - fermi T e μ := by
  have h : (-e - -μ) / T = -((e - μ) / T) := by ring
  have hE := Real.exp_pos ((e - μ) / T)
  unfold fermi
  rw [h, Real.exp_neg]
  generalize Real.exp ((e - μ) / T) = E at hE ⊢
  have h1 : E⁻¹ + 1 = (E + 1) / E := by
    field_simp
    ring
  rw [h1, one_div_div]
  field_simp
  ring
```

A theorem lists its variables and hypotheses, then its statement after the colon, then its proof after `:= by`. This one says $f_T(-e,-\mu)=1-f_T(e,\mu)$. With $E=e^{(e-\mu)/T}$,
$$\frac{1}{E^{-1}+1}=\frac{E}{E+1}=1-\frac{1}{E+1}.$$
The proof does the same: `generalize` replaces the exponential by a positive letter `E`, `field_simp` clears denominators, and `ring` checks the remaining algebra.

```lean
/-- At `T > 0` the electron number has slope `f (1 - f) / T` in `μ`, summed over both levels. -/
theorem electrons_hasDerivAt {T : ℝ} (hT : 0 < T) (D μ : ℝ) :
    HasDerivAt (electrons D T) (fermi T (-D) μ * (1 - fermi T (-D) μ) / T
      + fermi T D μ * (1 - fermi T D μ) / T) μ := by
  have key : ∀ e : ℝ, HasDerivAt (fermi T e) (fermi T e μ * (1 - fermi T e μ) / T) μ := by
    intro e
    have hE := Real.exp_pos ((e - μ) / T)
    have hne : Real.exp ((e - μ) / T) + 1 ≠ 0 := by positivity
    have h1 : HasDerivAt (fun m : ℝ => (e - m) / T) (-1 / T) μ :=
      ((hasDerivAt_id' μ).const_sub e).div_const T
    have h2 : HasDerivAt (fermi T e) ((0 * (Real.exp ((e - μ) / T) + 1)
        - 1 * (Real.exp ((e - μ) / T) * (-1 / T))) / (Real.exp ((e - μ) / T) + 1) ^ 2) μ :=
      (hasDerivAt_const μ (1 : ℝ)).fun_div (h1.exp.add_const 1) hne
    refine h2.congr_deriv ?_
    unfold fermi
    generalize Real.exp ((e - μ) / T) = E at hE hne ⊢
    field_simp
    ring
  exact (key (-D)).fun_add (key D)
```

`HasDerivAt F s μ` means that $F$ is differentiable at $\mu$ with derivative $s$. The hypothesis `hT` is $T>0$. Since $dE/d\mu=-E/T$, the quotient rule gives, for one level,
$$\frac{\partial f}{\partial\mu}=\frac{E}{T(E+1)^2}=\frac{f(1-f)}{T}.$$
The intermediate statement `key` proves this for any level $e$, and the last line adds the two levels.

```lean
/-- At `T > 0` and away from the level, its contribution to the slope of the electron number
is positive and at most `2 T / (e - μ)²`. -/
theorem slope_bound {T e μ : ℝ} (hT : 0 < T) (h : e ≠ μ) :
    0 < fermi T e μ * (1 - fermi T e μ) / T ∧
      fermi T e μ * (1 - fermi T e μ) / T ≤ 2 * T / (e - μ) ^ 2 := by
  have h0 : e - μ ≠ 0 := sub_ne_zero.2 h
  have ha : 0 < (e - μ) ^ 2 := by positivity
  have hu : (e - μ) ^ 2 = ((e - μ) / T) ^ 2 * T ^ 2 := by field_simp
  have hf : fermi T e μ * (1 - fermi T e μ) / T
      = Real.exp ((e - μ) / T) / ((Real.exp ((e - μ) / T) + 1) ^ 2 * T) := by
    have hE := Real.exp_pos ((e - μ) / T)
    unfold fermi
    generalize Real.exp ((e - μ) / T) = E at hE ⊢
    field_simp
    ring
  rw [hf]
  refine ⟨by positivity, ?_⟩
  rw [div_le_div_iff₀ (by positivity) ha, hu]
  generalize (e - μ) / T = u
  have hE := Real.exp_pos u
  -- the exponential beats the square on either side of the level
  have hb : Real.exp u * (u ^ 2 / 2) ≤ (Real.exp u + 1) ^ 2 := by
    rcases le_total 0 u with hs | hs
    · have q := Real.quadratic_le_exp_of_nonneg hs
      have := mul_le_mul_of_nonneg_left (show u ^ 2 / 2 ≤ Real.exp u by linarith) hE.le
      nlinarith
    · have q := Real.quadratic_le_exp_of_nonneg (neg_nonneg.2 hs)
      have hm : Real.exp u * Real.exp (-u) = 1 := by rw [← Real.exp_add]; simp
      have := mul_le_mul_of_nonneg_left (show u ^ 2 / 2 ≤ Real.exp (-u) by nlinarith) hE.le
      nlinarith
  have := mul_le_mul_of_nonneg_right hb (show 0 ≤ 2 * T ^ 2 by positivity)
  linarith
```

For a level that does not coincide with $\mu$, this contribution satisfies
$$0<\frac{f(1-f)}{T}\le\frac{2T}{(e-\mu)^2}.$$
Put $u=(e-\mu)/T$, so that $E=e^u$. After clearing denominators, the upper bound becomes $E\,u^2/2\le(E+1)^2$, which is `hb` in the code.

- If $u\ge0$, then $u^2/2\le e^u=E$, so the left side is at most $E^2$.
- If $u\le0$, then $u^2/2\le e^{-u}=1/E$, so the left side is at most $1$.

Both are below $(E+1)^2$. The two cases are the branches opened by `rcases`.

## Levels empty or fill as the temperature falls

```lean
/-- On cooling to `T → 0⁺`, a level above the chemical potential empties. -/
theorem fermi_tendsto_zero {e μ : ℝ} (h : μ < e) :
    Tendsto (fun T => fermi T e μ) (𝓝[>] 0) (𝓝 0) := by
  have h1 : Tendsto (fun T : ℝ => (e - μ) / T) (𝓝[>] 0) atTop := by
    simpa only [div_eq_mul_inv] using
      (tendsto_inv_nhdsGT_zero (𝕜 := ℝ)).const_mul_atTop (sub_pos.2 h)
  have h2 := tendsto_atTop_add_const_right _ (1 : ℝ) (Real.tendsto_exp_atTop.comp h1)
  refine (tendsto_inv_atTop_zero.comp h2).congr (fun T => ?_)
  simp [fermi]
```

`Tendsto` expresses a limit, and `𝓝[>] 0` means that $T$ approaches zero through positive values. If $\mu<e$, then $(e-\mu)/T\to+\infty$, its exponential also grows without bound, and the occupation tends to $0$. The steps `h1` and `h2` follow this chain.

```lean
/-- On cooling to `T → 0⁺`, a level below the chemical potential fills. -/
theorem fermi_tendsto_one {e μ : ℝ} (h : e < μ) :
    Tendsto (fun T => fermi T e μ) (𝓝[>] 0) (𝓝 1) := by
  have h1 := (fermi_tendsto_zero (neg_lt_neg h)).const_sub 1
  rw [sub_zero] at h1
  refine h1.congr (fun T => ?_)
  rw [fermi_particle_hole]
  ring
```

If $e<\mu$, then $-\mu<-e$, so the previous theorem gives $f_T(-e,-\mu)\to0$. Particle-hole symmetry turns this into $f_T(e,\mu)\to1$.

## The first step from midgap

```lean
/-- For `T > 0`, the first Newton iterate from midgap for the target `1 + x` is
`2 x T cosh² (D / (2 T))`. -/
theorem newton_from_midgap {T : ℝ} (hT : 0 < T) (D x : ℝ) :
    newtonStep (electrons D T) (1 + x) 0 = 2 * x * T * Real.cosh (D / (2 * T)) ^ 2 := by
  have hp : fermi T (-D) 0 = 1 - fermi T D 0 := by
    simpa using fermi_particle_hole T D 0
  have hN : electrons D T 0 = 1 := by unfold electrons; rw [hp]; ring
  have hF : fermi T D 0 = 1 / (Real.exp (D / (2 * T)) ^ 2 + 1) := by
    have : Real.exp ((D - 0) / T) = Real.exp (D / (2 * T)) ^ 2 := by
      rw [← Real.exp_nat_mul]
      congr 1
      push_cast
      ring
    unfold fermi
    rw [this]
  unfold newtonStep
  rw [(electrons_hasDerivAt hT D 0).deriv, hN, hp, hF, Real.cosh_eq, Real.exp_neg]
  have ha := Real.exp_pos (D / (2 * T))
  generalize Real.exp (D / (2 * T)) = a at ha ⊢
  have hs : (1 - 1 / (a ^ 2 + 1)) * (1 - (1 - 1 / (a ^ 2 + 1))) / T
      + 1 / (a ^ 2 + 1) * (1 - 1 / (a ^ 2 + 1)) / T = 2 * a ^ 2 / ((a ^ 2 + 1) ^ 2 * T) := by
    field_simp
    ring
  rw [hs]
  field_simp
  ring
```

The first iterate from $\mu=0$ is $2xT\cosh^2(D/(2T))$. To derive it, write $a=e^{D/(2T)}$. Then
$$f_T(D,0)=\frac{1}{a^2+1},\qquad f_T(-D,0)=\frac{a^2}{a^2+1},$$
so $N_T(0)=1$. Both levels contribute equally to the slope:
$$N_T'(0)=\frac{2a^2}{T(a^2+1)^2}=\frac{1}{2T\cosh^2(D/(2T))},$$
because $\cosh(D/(2T))=(a^2+1)/(2a)$. The update is $0-(1-(1+x))/N_T'(0)=x/N_T'(0)$, which is the stated formula. In the proof, `hN` is the value $N_T(0)=1$ and `hs` is the slope in terms of $a$.

As an example, take $D=1$, $x=1/2$ and $T=0.1$. The first iterate is $0.1\cosh^2 5\approx 551$. At $\mu=1$ the upper level is exactly half full and the lower one is full to within about $2\times10^{-9}$, so the correct chemical potential lies only just above $1$. Halving the temperature to $T=0.05$ raises the iterate to $0.05\cosh^2 10\approx 6.1\times10^6$.

## Every fixed start inside the gap

```lean
/-- From any fixed start strictly inside the gap, the first Newton iterate for a target
`1 + x` with `x > 0` diverges to `+∞` as `T → 0⁺`. -/
theorem newton_diverges_from_gap {D x μ : ℝ} (h1 : -D < μ) (h2 : μ < D) (hx : 0 < x) :
    Tendsto (fun T => newtonStep (electrons D T) (1 + x) μ) (𝓝[>] 0) atTop := by
  have ha : 0 < (-D - μ) ^ 2 := by nlinarith
  have hb : 0 < (D - μ) ^ 2 := by nlinarith
  obtain ⟨C, hC⟩ : ∃ C, C = 2 / (-D - μ) ^ 2 + 2 / (D - μ) ^ 2 := ⟨_, rfl⟩
  have hC0 : 0 < C := by rw [hC]; positivity
  have hlim : Tendsto (fun T => electrons D T μ) (𝓝[>] 0) (𝓝 (1 + 0)) :=
    (fermi_tendsto_one h1).add (fermi_tendsto_zero h2)
  -- at low enough temperature the iterate is at least `μ` plus a positive multiple of 1 / T
  refine tendsto_atTop_mono' _ ?_ (tendsto_atTop_add_const_left _ μ
    ((tendsto_inv_nhdsGT_zero (𝕜 := ℝ)).const_mul_atTop (show 0 < x / 2 / C by positivity)))
  filter_upwards [(tendsto_order.1 hlim).2 (1 + x / 2) (by linarith), self_mem_nhdsWithin]
    with T hN hT
  have hT' : 0 < T := hT
  obtain ⟨p1, q1⟩ := slope_bound hT' h1.ne
  obtain ⟨p2, q2⟩ := slope_bound hT' h2.ne'
  unfold newtonStep
  rw [(electrons_hasDerivAt hT' D μ).deriv]
  have hCT : C * T = 2 * T / (-D - μ) ^ 2 + 2 * T / (D - μ) ^ 2 := by rw [hC]; ring
  have hs := add_pos p1 p2
  have hle := (add_le_add q1 q2).trans_eq hCT.symm
  generalize fermi T (-D) μ * (1 - fermi T (-D) μ) / T
    + fermi T D μ * (1 - fermi T D μ) / T = s at hs hle ⊢
  have hq : x / 2 / (C * T) ≤ (1 + x - electrons D T μ) / s :=
    div_le_div₀ (by linarith) (by linarith) hs hle
  have e1 : x / 2 / C * T⁻¹ = x / 2 / (C * T) := by field_simp
  have e2 : (electrons D T μ - (1 + x)) / s = -((1 + x - electrons D T μ) / s) := by ring
  rw [e1, e2]
  linarith
```

The hypotheses `h1` and `h2` place $\mu$ strictly between the levels, and `hx` is $x>0$. The start is held fixed while $T$ falls. Define
$$C=\frac{2}{(-D-\mu)^2}+\frac{2}{(D-\mu)^2}.$$
By the slope bound, $0<N_T'(\mu)\le CT$. The lower level fills and the upper one empties, so $N_T(\mu)\to1$, and for small enough $T$ we have $N_T(\mu)<1+x/2$. The missing charge $1+x-N_T(\mu)$ then exceeds $x/2$, and
$$\mu+\frac{1+x-N_T(\mu)}{N_T'(\mu)}\ \ge\ \mu+\frac{x}{2CT}\ \to\ +\infty.$$
`filter_upwards` restricts attention to these small positive temperatures, `hq` is the inequality between the two fractions, and `tendsto_atTop_mono'` concludes that the iterate tends to $+\infty$ because its lower bound does. The bound $x/(2CT)$ is enough for the proof but far below the true growth: from midgap, the exact formula of the previous section behaves as $\tfrac{xT}{2}e^{D/T}$ at low temperature.

## The correct chemical potential stays near the upper level

```lean
/-- At `T > 0` the electron number increases strictly with the chemical potential. -/
theorem electrons_strictMono {T : ℝ} (hT : 0 < T) (D : ℝ) : StrictMono (electrons D T) := by
  have key : ∀ e a b : ℝ, a < b → fermi T e a < fermi T e b := by
    intro e a b hab
    have h1 : (e - b) / T < (e - a) / T := div_lt_div_of_pos_right (by linarith) hT
    have h2 := Real.exp_lt_exp.2 h1
    unfold fermi
    exact one_div_lt_one_div_of_lt (by positivity) (by linarith)
  intro a b hab
  exact add_lt_add (key (-D) a b hab) (key D a b hab)
```

For $T>0$, raising $\mu$ lowers each exponential and so raises each occupation. Hence $N_T$ is strictly increasing, and no electron number is reached at two different chemical potentials.

```lean
/-- For `D > 0` and target `1 + x` with `0 < x < 1`, the exact chemical potential is unique at each
`T > 0` and tends to `D` as `T → 0⁺`, while the first Newton iterate from midgap diverges to `+∞`.
-/
theorem newton_fermi_search_fails {D x : ℝ} (hD : 0 < D) (hx : 0 < x) (hx1 : x < 1) :
    ∃ μ : ℝ → ℝ, (∀ T, 0 < T → ∀ m, electrons D T m = 1 + x ↔ m = μ T) ∧
      Tendsto μ (𝓝[>] 0) (𝓝 D) ∧
      Tendsto (fun T => newtonStep (electrons D T) (1 + x) 0) (𝓝[>] 0) atTop := by
  have root : ∀ T, 0 < T → ∃ r, ∀ m, electrons D T m = 1 + x ↔ m = r := by
    intro T hT
    have hc : Continuous (electrons D T) :=
      continuous_iff_continuousAt.2 fun m => (electrons_hasDerivAt hT D m).continuousAt
    have hlow : electrons D T 0 ≤ 1 + x := by
      have hp : fermi T (-D) 0 = 1 - fermi T D 0 := by
        simpa using fermi_particle_hole T D 0
      unfold electrons
      linarith
    -- at this chemical potential the upper level alone holds (1 + x) / 2 electrons
    have hr : 0 < (1 + x) / (1 - x) := div_pos (by linarith) (by linarith)
    obtain ⟨b, hb⟩ : ∃ b, b = D + T * Real.log ((1 + x) / (1 - x)) := ⟨_, rfl⟩
    have hup : fermi T D b = (1 + x) / 2 := by
      have h1 : (D - b) / T = -Real.log ((1 + x) / (1 - x)) := by
        rw [hb]
        field_simp
        ring
      have h2 : (1 - x) / (1 + x) + 1 = 2 / (1 + x) := by
        have : 1 + x ≠ 0 := by linarith
        field_simp
        ring
      unfold fermi
      rw [h1, Real.exp_neg, Real.exp_log hr, inv_div, h2, one_div_div]
    have hlo : fermi T D b ≤ fermi T (-D) b := by
      have h1 : (-D - b) / T ≤ (D - b) / T := div_le_div_of_nonneg_right (by linarith) hT.le
      have h2 := Real.exp_le_exp.2 h1
      unfold fermi
      exact one_div_le_one_div_of_le (by positivity) (by linarith)
    have hhigh : 1 + x ≤ electrons D T b := by unfold electrons; linarith
    obtain ⟨r, hr⟩ := mem_range_of_exists_le_of_exists_ge hc ⟨0, hlow⟩ ⟨b, hhigh⟩
    refine ⟨r, fun m => ⟨fun hm => (electrons_strictMono hT D).injective (hm.trans hr.symm), ?_⟩⟩
    rintro rfl
    exact hr
  choose! μ hμ using root
  refine ⟨μ, hμ, ?_, newton_diverges_from_gap (by linarith) hD hx⟩
  rw [tendsto_order]
  constructor
  · -- at a fixed point inside the gap, the electron number is below the target once `T` is small
    intro a ha
    have hm : max a 0 < D := max_lt ha hD
    have hm0 : -D < max a 0 := lt_of_lt_of_le (by linarith) (le_max_right a 0)
    have hlim : Tendsto (fun T => electrons D T (max a 0)) (𝓝[>] 0) (𝓝 (1 + 0)) :=
      (fermi_tendsto_one hm0).add (fermi_tendsto_zero hm)
    filter_upwards [(tendsto_order.1 hlim).2 (1 + x) (by linarith), self_mem_nhdsWithin]
      with T hN hT
    rw [← (hμ T hT (μ T)).2 rfl] at hN
    exact (le_max_left a 0).trans_lt ((electrons_strictMono hT D).lt_iff_lt.1 hN)
  · -- at a fixed point above the upper level, it exceeds the target once `T` is small
    intro b hb
    have hlim : Tendsto (fun T => electrons D T b) (𝓝[>] 0) (𝓝 (1 + 1)) :=
      (fermi_tendsto_one (by linarith)).add (fermi_tendsto_one hb)
    filter_upwards [(tendsto_order.1 hlim).1 (1 + x) (by linarith), self_mem_nhdsWithin]
      with T hN hT
    rw [← (hμ T hT (μ T)).2 rfl] at hN
    exact (electrons_strictMono hT D).lt_iff_lt.1 hN

end

end NewtonFermiSearch
```

The theorem provides a function `μ` of temperature with three properties. First, for every $T>0$ and every $m$, $N_T(m)=1+x$ holds exactly when $m=\mu(T)$. Second, $\mu(T)\to D$ as $T\to0^+$. Third, the first Newton iterate from midgap tends to $+\infty$. The condition $x<1$ keeps the target attainable: two levels at $T>0$ hold fewer than two electrons, so for $x\ge1$ there is no solution.

For existence, $N_T(0)=1\le1+x$ gives a point where the electron number is too low. For a point where it is high enough, take
$$b=D+T\ln\frac{1+x}{1-x},\qquad f_T(D,b)=\frac{1}{\frac{1-x}{1+x}+1}=\frac{1+x}{2}.$$
The lower level is at least as full, so $N_T(b)\ge1+x$. Since $N_T$ is continuous, it takes the value $1+x$ somewhere, and strict monotonicity makes that point unique. This is the block `root`; `choose!` then collects the solutions at different temperatures into one function.

For the limit, `tendsto_order` asks that $\mu(T)$ eventually exceed every $a<D$ and fall below every $b>D$.

- Given $a<D$, let $m=\max(a,0)$, which lies inside the gap. There $N_T(m)\to1$, so eventually $N_T(m)<1+x=N_T(\mu(T))$. Monotonicity gives $a\le m<\mu(T)$.
- Given $b>D$, both levels fill, so $N_T(b)\to2$. Eventually $N_T(b)>1+x=N_T(\mu(T))$, and hence $\mu(T)<b$.

The divergence is the previous section's theorem with the start at $0$.

The divergence concerns the first, undamped step, in the limit of low temperature and with the start held fixed inside the gap. At any given $T>0$ that step is finite. The word `fails` in the last theorem's name refers to this step only. Nothing is stated about later iterates, about starts that change with temperature, or about starts at or outside the two levels.

```lean
#print axioms NewtonFermiSearch.newton_from_midgap
#print axioms NewtonFermiSearch.newton_diverges_from_gap
#print axioms NewtonFermiSearch.newton_fermi_search_fails
```

```
'NewtonFermiSearch.newton_from_midgap' depends on axioms: [propext, Classical.choice, Quot.sound]
'NewtonFermiSearch.newton_diverges_from_gap' depends on axioms: [propext, Classical.choice, Quot.sound]
'NewtonFermiSearch.newton_fermi_search_fails' depends on axioms: [propext, Classical.choice, Quot.sound]
```
